# Hartree–Fock repulsion on a finite grid is monotone in positive semidefinite density matrices when the kernel is nonnegative

Let $v(x,y)\ge 0$ be an interaction kernel on a finite grid, and let

$$W(D)=\tfrac12\sum_{x,y}v(x,y)\left(D_{xx}D_{yy}-|D_{xy}|^2\right)$$

be the direct minus exchange energy of a density matrix $D$ of spin-orbitals or of electrons of one spin (for the spin-summed matrix of a closed shell the exchange term would carry an extra factor $\tfrac12$). For positive semidefinite $A$ and $B$, real or complex, $W(A+B)\ge W(A)+W(B)$. Consequently $W(A)\le W(B)$ whenever $A$ and $B-A$ are positive semidefinite. In this finite-grid model, adding an occupied orbital while the others stay frozen never lowers the Hartree–Fock electron repulsion.

## Energies and orbitals on the grid

```lean
import Mathlib

open Matrix ComplexConjugate
open scoped ComplexOrder

namespace MonotoneRepulsion

noncomputable section

variable {𝕜 n : Type*} [RCLike 𝕜] [Fintype n]
```

The type `n` is the finite set of grid points; a point may also carry a spin label. The field `𝕜` is $\mathbb R$ or $\mathbb C$, which is what `RCLike` expresses. With `ComplexOrder`, the statement $0\le z$ for a complex number means that $z$ is real and nonnegative.

```lean
/-- The Hartree-Fock repulsion energy (direct minus exchange) of a density matrix `D`
on a finite grid with interaction kernel `v`. -/
def repulsion (v : n → n → ℝ) (D : Matrix n n 𝕜) : ℝ :=
  (1 / 2) * ∑ x, ∑ y, v x y * (RCLike.re (D x x) * RCLike.re (D y y) - ‖D x y‖ ^ 2)
```

This is $W(D)$. The matrix entries lie in `𝕜`, so `RCLike.re` extracts the real part of each diagonal entry; for a positive semidefinite matrix nothing is lost. The kernel `v` is any real function of two points, without assumed symmetry. Because it has two indices, the model covers interactions diagonal in the grid points, not the general four-index integrals of a Gaussian basis.

```lean
/-- The mutual repulsion energy of two density matrices, direct minus exchange. -/
def mutualEnergy (v : n → n → ℝ) (A B : Matrix n n 𝕜) : ℝ :=
  (1 / 2) * ∑ x, ∑ y, v x y * (RCLike.re (A x x) * RCLike.re (B y y)
    + RCLike.re (B x x) * RCLike.re (A y y) - 2 * RCLike.re (A x y * conj (B x y)))
```

This is the cross term between two densities,

$$M(A,B)=\tfrac12\sum_{x,y}v(x,y)\left(A_{xx}B_{yy}+B_{xx}A_{yy}-2\,\mathrm{Re}\,A_{xy}\overline{B_{xy}}\right).$$

```lean
/-- The density matrix `φ φ*` of a single orbital `φ`. -/
def orbital (φ : n → 𝕜) : Matrix n n 𝕜 := vecMulVec φ (star φ)
```

An orbital $\varphi$ has density matrix $\varphi\varphi^*$. The theorems require neither normalisation nor orthogonality between orbitals, but a sum of such matrices is the density matrix of a Slater determinant when the orbitals are orthonormal, and that is the case in which $W$ is its electron repulsion.

## Why the cross term is nonnegative

```lean
omit [Fintype n] in
/-- For a positive semidefinite density matrix, the squared coherence between two grid points is at
most the product of the densities there. -/
theorem coherence_sq_le {D : Matrix n n 𝕜} (hD : D.PosSemidef) (x y : n) :
    ‖D x y‖ ^ 2 ≤ RCLike.re (D x x) * RCLike.re (D y y) := by
  -- the 2 × 2 minor on the points x and y is nonnegative
  have h : 0 ≤ D x x * D y y - D x y * D y x := by
    have h := (hD.submatrix ![x, y]).det_nonneg
    rw [Matrix.det_fin_two] at h
    exact h
  have e : D x y * D y x = ((‖D x y‖ ^ 2 : ℝ) : 𝕜) := by
    rw [← hD.isHermitian.apply y x, ← starRingEnd_apply, RCLike.mul_conj,
      RCLike.ofReal_pow]
  have hx : RCLike.im (D x x) = 0 := (RCLike.nonneg_iff.mp hD.diag_nonneg).2
  have h' := (RCLike.nonneg_iff.mp h).1
  rw [e, map_sub, RCLike.mul_re, hx, RCLike.ofReal_re] at h'
  linarith
```

The hypothesis `D.PosSemidef` says that $D$ is Hermitian with a nonnegative quadratic form. The claim is $|D_{xy}|^2\le D_{xx}D_{yy}$. By hand, restrict $D$ to the points $x$ and $y$. The resulting $2\times2$ matrix is still positive semidefinite, so its determinant is nonnegative:

$$0\le D_{xx}D_{yy}-D_{xy}D_{yx}=D_{xx}D_{yy}-|D_{xy}|^2.$$

In Lean, `submatrix ![x, y]` makes the restriction, and `e` uses Hermiticity to turn $D_{xy}D_{yx}$ into $|D_{xy}|^2$.

```lean
/-- The repulsion energy of a sum of densities is the sum of the separate energies plus
the mutual energy. -/
theorem repulsion_add (v : n → n → ℝ) (A B : Matrix n n 𝕜) :
    repulsion v (A + B) = repulsion v A + repulsion v B + mutualEnergy v A B := by
  unfold repulsion mutualEnergy
  rw [← mul_add, ← mul_add, ← Finset.sum_add_distrib, ← Finset.sum_add_distrib]
  congr 1
  refine Finset.sum_congr rfl fun x _ => ?_
  rw [← Finset.sum_add_distrib, ← Finset.sum_add_distrib]
  refine Finset.sum_congr rfl fun y _ => ?_
  have h : ‖A x y + B x y‖ ^ 2
      = ‖A x y‖ ^ 2 + ‖B x y‖ ^ 2 + 2 * RCLike.re (A x y * conj (B x y)) := by
    simp only [← RCLike.normSq_eq_def']
    exact RCLike.normSq_add _ _
  simp only [Matrix.add_apply, map_add]
  rw [h]
  ring
```

This is the identity $W(A+B)=W(A)+W(B)+M(A,B)$, valid for all matrices and kernels. For each pair of points, expand $(A_{xx}+B_{xx})(A_{yy}+B_{yy})$ and

$$|A_{xy}+B_{xy}|^2=|A_{xy}|^2+|B_{xy}|^2+2\,\mathrm{Re}\,A_{xy}\overline{B_{xy}},$$

then collect the terms. The proof matches the sums pair by pair, and `ring` does the collecting.

For symmetric $v$ and Hermitian matrices, $M(D,\Delta)=\mathrm{Tr}[\Delta\,G(D)]$, where $G(D)_{xy}=\delta_{xy}\sum_z v(x,z)D_{zz}-v(x,y)D_{xy}$ is the Coulomb minus exchange matrix. Incremental Fock builds in self-consistent-field codes use the linearity of this matrix, $G(D+\Delta)=G(D)+G(\Delta)$. On the grid, where the electron number is $\mathrm{Tr}\,D$, the change $\Delta$ between two iterations at fixed electron number has zero trace, so unless it vanishes it is not positive semidefinite: the identity applies to it, but the sign result below does not.

```lean
/-- For a nonnegative kernel, the mutual repulsion energy of two positive semidefinite
density matrices is nonnegative. -/
theorem mutual_nonneg {v : n → n → ℝ} (hv : ∀ x y, 0 ≤ v x y) {A B : Matrix n n 𝕜}
    (hA : A.PosSemidef) (hB : B.PosSemidef) : 0 ≤ mutualEnergy v A B := by
  unfold mutualEnergy
  refine mul_nonneg (by norm_num) (Finset.sum_nonneg fun x _ =>
    Finset.sum_nonneg fun y _ => mul_nonneg (hv x y) ?_)
  have a1 : 0 ≤ RCLike.re (A x x) := (RCLike.nonneg_iff.mp hA.diag_nonneg).1
  have a2 : 0 ≤ RCLike.re (A y y) := (RCLike.nonneg_iff.mp hA.diag_nonneg).1
  have b1 : 0 ≤ RCLike.re (B x x) := (RCLike.nonneg_iff.mp hB.diag_nonneg).1
  have b2 : 0 ≤ RCLike.re (B y y) := (RCLike.nonneg_iff.mp hB.diag_nonneg).1
  have hre : RCLike.re (A x y * conj (B x y)) ≤ ‖A x y‖ * ‖B x y‖ := by
    have h := RCLike.re_le_norm (A x y * conj (B x y))
    rwa [norm_mul, RCLike.norm_conj] at h
  -- multiply the two minor bounds, then compare geometric and arithmetic means
  have hprod := mul_le_mul (coherence_sq_le hA x y) (coherence_sq_le hB x y)
    (sq_nonneg _) (mul_nonneg a1 a2)
  have hsq : (2 * (‖A x y‖ * ‖B x y‖)) ^ 2 ≤
      (RCLike.re (A x x) * RCLike.re (B y y)
        + RCLike.re (B x x) * RCLike.re (A y y)) ^ 2 := by
    nlinarith [sq_nonneg (RCLike.re (A x x) * RCLike.re (B y y)
      - RCLike.re (B x x) * RCLike.re (A y y))]
  have hle := (abs_le_of_sq_le_sq' hsq
    (add_nonneg (mul_nonneg a1 b2) (mul_nonneg b1 a2))).2
  linarith
```

Here the kernel is nonnegative and both matrices are positive semidefinite. Set $p=A_{xx}B_{yy}$ and $q=B_{xx}A_{yy}$, both nonnegative. Multiplying the two minor bounds gives

$$|A_{xy}|^2|B_{xy}|^2\le A_{xx}A_{yy}B_{xx}B_{yy}=pq.$$

Since $(p-q)^2\ge0$, we have $4pq\le(p+q)^2$, and therefore

$$2\,\mathrm{Re}\,A_{xy}\overline{B_{xy}}\le 2|A_{xy}||B_{xy}|\le p+q.$$

Every bracket in $M(A,B)$ is thus nonnegative, and so is its product with $v(x,y)$. In the code, `hprod` multiplies the bounds, `nlinarith` supplies the comparison of squares, and `hle` takes the root.

## Superadditivity and monotonicity

```lean
/-- For a nonnegative kernel, the repulsion energy is superadditive on positive
semidefinite density matrices. -/
theorem repulsion_superadditive {v : n → n → ℝ} (hv : ∀ x y, 0 ≤ v x y)
    {A B : Matrix n n 𝕜} (hA : A.PosSemidef) (hB : B.PosSemidef) :
    repulsion v A + repulsion v B ≤ repulsion v (A + B) := by
  rw [repulsion_add]
  linarith [mutual_nonneg hv hA hB]
```

Since $M(A,B)\ge0$, the identity gives $W(A+B)\ge W(A)+W(B)$.

```lean
/-- For a nonnegative kernel, adding a positive semidefinite density to a positive
semidefinite density matrix never lowers the repulsion energy. -/
theorem repulsion_mono {v : n → n → ℝ} (hv : ∀ x y, 0 ≤ v x y)
    {A B : Matrix n n 𝕜} (hA : A.PosSemidef) (hAB : (B - A).PosSemidef) :
    repulsion v A ≤ repulsion v B := by
  have h := repulsion_superadditive hv hA hAB
  have e : A + (B - A) = B := by abel
  rw [e] at h
  -- the added density has nonnegative repulsion energy of its own
  have h0 : 0 ≤ repulsion v (B - A) :=
    mul_nonneg (by norm_num) (Finset.sum_nonneg fun x _ => Finset.sum_nonneg fun y _ =>
      mul_nonneg (hv x y) (sub_nonneg.mpr (coherence_sq_le hAB x y)))
  linarith
```

The hypothesis `hAB` is the matrix order $A\le B$. Write $B=A+(B-A)$ and apply superadditivity:

$$W(B)\ge W(A)+W(B-A)\ge W(A).$$

The last step uses $W(B-A)\ge0$, which follows from the minor bound and is recorded as `h0`.

Positivity of $A$ matters. On two points with $v=1$, take $A=-I$ and $B=0$. Then $B-A=I$ is positive semidefinite, but $W(A)=1>0=W(B)$.

## One orbital and two

```lean
omit [Fintype n] in
/-- The entries of an orbital's density matrix are `φ(x)` times the conjugate of `φ(y)`. -/
lemma orbital_apply (φ : n → 𝕜) (x y : n) : orbital φ x y = φ x * conj (φ y) := rfl
```

In components, $(\varphi\varphi^*)_{xy}=\varphi(x)\overline{\varphi(y)}$. The proof `rfl` says that this holds by definition.

```lean
omit [Fintype n] in
/-- The density of an orbital at a grid point is the squared modulus of its amplitude. -/
lemma orbital_diag (φ : n → 𝕜) (x : n) : RCLike.re (orbital φ x x) = ‖φ x‖ ^ 2 := by
  rw [orbital_apply, RCLike.mul_conj, ← RCLike.ofReal_pow, RCLike.ofReal_re]
```

On the diagonal this becomes the density $|\varphi(x)|^2$.

```lean
/-- A single orbital has no repulsion energy: exchange cancels its self-interaction. -/
theorem repulsion_orbital (v : n → n → ℝ) (φ : n → 𝕜) : repulsion v (orbital φ) = 0 := by
  unfold repulsion
  refine mul_eq_zero_of_right _ (Finset.sum_eq_zero fun x _ =>
    Finset.sum_eq_zero fun y _ => ?_)
  rw [orbital_diag, orbital_diag, orbital_apply, norm_mul, RCLike.norm_conj]
  ring
```

For one orbital, each pair contributes $|\varphi(x)|^2|\varphi(y)|^2-|\varphi(x)\overline{\varphi(y)}|^2=0$. Exchange removes the self-interaction exactly, for any kernel.

```lean
/-- The repulsion energy of two orbitals is the kernel summed against the squared
modulus of their two-particle determinant, with a factor one half. -/
theorem repulsion_two_orbitals (v : n → n → ℝ) (φ ψ : n → 𝕜) :
    repulsion v (orbital φ + orbital ψ)
      = (1 / 2) * ∑ x, ∑ y, v x y * ‖φ x * ψ y - φ y * ψ x‖ ^ 2 := by
  rw [repulsion_add, repulsion_orbital, repulsion_orbital, zero_add, zero_add]
  unfold mutualEnergy
  congr 1
  refine Finset.sum_congr rfl fun x _ => Finset.sum_congr rfl fun y _ => ?_
  have h : ‖φ x * ψ y - φ y * ψ x‖ ^ 2 = ‖φ x * ψ y‖ ^ 2 + ‖φ y * ψ x‖ ^ 2
      - 2 * RCLike.re (φ x * ψ y * conj (φ y * ψ x)) := by
    simp only [← RCLike.normSq_eq_def']
    exact RCLike.normSq_sub _ _
  have e : orbital φ x y * conj (orbital ψ x y) = φ x * ψ y * conj (φ y * ψ x) := by
    simp only [orbital_apply, map_mul, starRingEnd_self_apply]
    ring
  rw [h, e, norm_mul, norm_mul]
  simp only [orbital_diag]
  ring
```

For two orbitals only the mutual energy remains. Its bracket is

$$|\varphi(x)\psi(y)|^2+|\varphi(y)\psi(x)|^2-2\,\mathrm{Re}\left[\varphi(x)\psi(y)\overline{\varphi(y)\psi(x)}\right],$$

which equals $|\varphi(x)\psi(y)-\varphi(y)\psi(x)|^2$. In the proof, `h` expands the square and `e` identifies the exchange term. For orthonormal orbitals the normalised two-electron wavefunction is this determinant divided by $\sqrt2$, so the prefactor $\tfrac12$ makes $W$ the expectation value of $v$.

```lean
/-- If the kernel is positive between distinct points, two orbitals have zero repulsion
energy exactly when their two-particle determinant vanishes everywhere. -/
theorem repulsion_two_orbitals_eq_zero_iff {v : n → n → ℝ}
    (hv : ∀ x y, x ≠ y → 0 < v x y) (φ ψ : n → 𝕜) :
    repulsion v (orbital φ + orbital ψ) = 0 ↔ ∀ x y, φ x * ψ y = φ y * ψ x := by
  rw [repulsion_two_orbitals]
  have nn : ∀ x y, 0 ≤ v x y * ‖φ x * ψ y - φ y * ψ x‖ ^ 2 := by
    intro x y
    by_cases hxy : x = y
    · subst hxy
      simp
    · exact mul_nonneg (hv x y hxy).le (sq_nonneg _)
  constructor
  · intro h x y
    by_cases hxy : x = y
    · subst hxy
      rfl
    -- a vanishing sum of nonnegative terms vanishes term by term
    have h0 : ∑ x, ∑ y, v x y * ‖φ x * ψ y - φ y * ψ x‖ ^ 2 = 0 := by linarith
    have h1 := (Finset.sum_eq_zero_iff_of_nonneg
      (fun a _ => Finset.sum_nonneg fun b _ => nn a b)).mp h0 x (Finset.mem_univ x)
    have h2 := (Finset.sum_eq_zero_iff_of_nonneg
      (fun b _ => nn x b)).mp h1 y (Finset.mem_univ y)
    rcases mul_eq_zero.mp h2 with h3 | h3
    · exact absurd h3 (hv x y hxy).ne'
    · exact sub_eq_zero.mp (norm_eq_zero.mp ((pow_eq_zero_iff two_ne_zero).mp h3))
  · intro h
    refine mul_eq_zero_of_right _ (Finset.sum_eq_zero fun x _ =>
      Finset.sum_eq_zero fun y _ => ?_)
    rw [sub_eq_zero.mpr (h x y), norm_zero]
    ring
```

Now assume $v(x,y)>0$ for $x\ne y$, a strictly repulsive interaction between distinct points. A sum of nonnegative terms is zero only if each term is zero, so $W=0$ forces every determinant with $x\neq y$ to vanish; at $x=y$ it vanishes identically. The converse is substitution. Vanishing determinants mean that the two orbitals are linearly dependent, in which case they form no two-electron state. Two orthonormal orbitals are independent, so their repulsion under such a kernel is strictly positive.

## Superadditivity forces a symmetric kernel to be nonnegative between distinct points

```lean
/-- If the repulsion energy of a symmetric kernel is superadditive on positive
semidefinite matrices, the kernel is nonnegative between distinct points. -/
theorem kernel_nonneg_of_superadditive [DecidableEq n] {v : n → n → ℝ}
    (hsymm : ∀ x y, v x y = v y x)
    (h : ∀ A B : Matrix n n 𝕜, A.PosSemidef → B.PosSemidef →
      repulsion v A + repulsion v B ≤ repulsion v (A + B))
    {x y : n} (hxy : x ≠ y) : 0 ≤ v x y := by
  -- test on two orbitals localised at x and at y
  have key := h (orbital (Pi.single x 1)) (orbital (Pi.single y 1))
    (Matrix.posSemidef_vecMulVec_self_star _) (Matrix.posSemidef_vecMulVec_self_star _)
  rw [repulsion_orbital, repulsion_orbital, repulsion_two_orbitals] at key
  have hyx : y ≠ x := hxy.symm
  have e : ∀ a b : n, ‖(Pi.single x 1 : n → 𝕜) a * (Pi.single y 1 : n → 𝕜) b
      - (Pi.single x 1 : n → 𝕜) b * (Pi.single y 1 : n → 𝕜) a‖ ^ 2
      = (if b = y then (if a = x then (1 : ℝ) else 0) else 0)
        + (if b = x then (if a = y then (1 : ℝ) else 0) else 0) := by
    intro a b
    by_cases h1 : a = x <;> by_cases h2 : a = y <;> by_cases h3 : b = x <;>
      by_cases h4 : b = y <;> simp_all [Pi.single_apply]
  simp only [e, mul_add, mul_ite, mul_one, mul_zero, Finset.sum_add_distrib,
    Finset.sum_ite_eq', Finset.mem_univ, if_true] at key
  linarith [hsymm x y]

end

end MonotoneRepulsion
```

Conversely, suppose that $v$ is symmetric and $W$ is superadditive on all positive semidefinite matrices. Put one orbital entirely at $x$ and another at $y\ne x$; `Pi.single x 1` is the first of these. Each has zero energy alone, so

$$0\le W(A+B)=\tfrac12\left(v(x,y)+v(y,x)\right)=v(x,y).$$

The case split in `e` shows that only the ordered pairs $(x,y)$ and $(y,x)$ contribute.

The same test shows what an attractive kernel does: with $v(x,y)=v(y,x)=-1$, the separate energies are zero and the combined energy is $-1$, so superadditivity fails. The diagonal values $v(x,x)$ are left unconstrained, because their contribution to $W$ vanishes for every positive semidefinite matrix.

```lean
#print axioms MonotoneRepulsion.repulsion_mono
#print axioms MonotoneRepulsion.repulsion_two_orbitals_eq_zero_iff
#print axioms MonotoneRepulsion.kernel_nonneg_of_superadditive
```

```
'MonotoneRepulsion.repulsion_mono' depends on axioms: [propext, Classical.choice, Quot.sound]
'MonotoneRepulsion.repulsion_two_orbitals_eq_zero_iff' depends on axioms: [propext, Classical.choice, Quot.sound]
'MonotoneRepulsion.kernel_nonneg_of_superadditive' depends on axioms: [propext, Classical.choice, Quot.sound]
```
